# A symmetric Jastrow factor keeps the antisymmetry, zeros and signs of a real Slater determinant

For two particles and a real pair function u, exchanging the coordinates turns exp(u(x_0, x_1)) into exp(u(x_1, x_0)), which is the same number if u is symmetric, while a 2×2 Slater determinant changes sign. The product of the two therefore changes sign, and since the exponential is positive, the product is zero, positive or negative exactly where the determinant is.

```lean
import Mathlib

open Finset

namespace SlaterJastrow

noncomputable section

variable {X : Type*} {N : ℕ}

/-- The Jastrow factor `exp (∑_{i<j} u(x_i, x_j))` of a configuration `x` of `N` particles. -/
def jastrow (u : X → X → ℝ) (x : Fin N → X) : ℝ :=
  Real.exp (∑ i, ∑ j with i < j, u (x i) (x j))

/-- The unnormalised Slater determinant `det φ_j(x_i)` of `N` real orbitals. -/
def slater (φ : Fin N → X → ℝ) (x : Fin N → X) : ℝ :=
  Matrix.det (Matrix.of fun i j => φ j (x i))

/-- The Slater–Jastrow wavefunction: Jastrow factor times Slater determinant. -/
def slaterJastrow (u : X → X → ℝ) (φ : Fin N → X → ℝ) (x : Fin N → X) : ℝ :=
  jastrow u x * slater φ x

/-- The backflow coordinates `q_i = x_i + ∑_j η(x_i, x_j) (x_i - x_j)`. -/
def backflow {V : Type*} [AddCommGroup V] [Module ℝ V] (η : V → V → ℝ)
    (x : Fin N → V) (i : Fin N) : V :=
  x i + ∑ j, η (x i) (x j) • (x i - x j)

/-- For a symmetric pair quantity, twice the sum over pairs `i < j` is the full double sum
minus the diagonal. -/
theorem two_mul_pair_sum (f : Fin N → Fin N → ℝ) (hf : ∀ i j, f i j = f j i) :
    2 * ∑ i, ∑ j with i < j, f i j = ∑ i, ∑ j, f i j - ∑ i, f i i := by
  simp only [Finset.sum_filter]
  -- the upper and lower triangles carry the same sum
  have h1 : ∑ i, ∑ j, (if i < j then f i j else 0)
      = ∑ i, ∑ j, (if j < i then f i j else 0) := by
    rw [Finset.sum_comm]
    refine Finset.sum_congr rfl fun i _ => Finset.sum_congr rfl fun j _ => ?_
    rw [hf j i]
  -- the square is the two triangles and the diagonal
  have h2 : ∑ i, ∑ j, f i j = ∑ i, ∑ j, (if i < j then f i j else 0)
      + ∑ i, ∑ j, (if j < i then f i j else 0) + ∑ i, f i i := by
    rw [← Finset.sum_add_distrib, ← Finset.sum_add_distrib]
    refine Finset.sum_congr rfl fun i _ => ?_
    have h3 : f i i = ∑ j, (if i = j then f i j else 0) := by simp
    rw [h3, ← Finset.sum_add_distrib, ← Finset.sum_add_distrib]
    refine Finset.sum_congr rfl fun j _ => ?_
    rcases lt_trichotomy i j with h | h | h
    · simp [h, lt_asymm h, h.ne]
    · subst h
      simp
    · simp [h, lt_asymm h, h.ne']
  linarith

/-- The Jastrow factor of a symmetric pair function is invariant under every permutation of
the particle coordinates. -/
theorem jastrow_perm (u : X → X → ℝ) (hu : ∀ a b, u a b = u b a)
    (σ : Equiv.Perm (Fin N)) (x : Fin N → X) :
    jastrow u (x ∘ σ) = jastrow u x := by
  refine congrArg Real.exp ?_
  simp only [Function.comp_apply]
  have a := two_mul_pair_sum (fun i j => u (x (σ i)) (x (σ j))) (fun _ _ => hu _ _)
  have b := two_mul_pair_sum (fun i j => u (x i) (x j)) (fun _ _ => hu _ _)
  -- the full double sum and the diagonal do not depend on the labelling
  have hd : ∑ i, ∑ j, u (x (σ i)) (x (σ j)) = ∑ i, ∑ j, u (x i) (x j) :=
    (Finset.sum_congr rfl fun i _ =>
      Equiv.sum_comp σ (fun j => u (x (σ i)) (x j))).trans
      (Equiv.sum_comp σ (fun i => ∑ j, u (x i) (x j)))
  have hs : ∑ i, u (x (σ i)) (x (σ i)) = ∑ i, u (x i) (x i) :=
    Equiv.sum_comp σ (fun i => u (x i) (x i))
  linarith

/-- For two particles, the Jastrow factor is permutation invariant exactly when the pair
function is symmetric. -/
theorem jastrow_two_invariant_iff (u : X → X → ℝ) :
    (∀ (σ : Equiv.Perm (Fin 2)) (x : Fin 2 → X), jastrow u (x ∘ σ) = jastrow u x)
      ↔ ∀ a b, u a b = u b a := by
  refine ⟨fun h a b => ?_, fun hu σ x => jastrow_perm u hu σ x⟩
  have key : ∀ y : Fin 2 → X, jastrow u y = Real.exp (u (y 0) (y 1)) := by
    intro y
    simp only [jastrow, Finset.sum_filter, Fin.sum_univ_two]
    simp
  -- exchange the two particles and compare exponents
  have h1 := h (Equiv.swap 0 1) ![a, b]
  rw [key, key] at h1
  have h2 := Real.exp_injective h1
  simpa using h2.symm

/-- A permutation of the particle coordinates multiplies the Slater determinant by the sign of
the permutation. -/
theorem slater_perm (φ : Fin N → X → ℝ) (σ : Equiv.Perm (Fin N)) (x : Fin N → X) :
    slater φ (x ∘ σ) = ((Equiv.Perm.sign σ : ℤ) : ℝ) * slater φ x :=
  Matrix.det_permute σ (Matrix.of fun i j => φ j (x i))

/-- Multiplying a real number by a Jastrow factor changes neither whether it vanishes nor
its sign. -/
theorem jastrow_mul_sign (u : X → X → ℝ) (x : Fin N → X) (d : ℝ) :
    (jastrow u x * d = 0 ↔ d = 0) ∧
      SignType.sign (jastrow u x * d) = SignType.sign d := by
  have hpos : 0 < jastrow u x := Real.exp_pos _
  refine ⟨by simp [hpos.ne'], ?_⟩
  rw [sign_mul, sign_pos hpos, one_mul]

/-- For a symmetric pair function, the Slater–Jastrow wavefunction is antisymmetric under
permutations of the particles, and has the same zeros and signs as its Slater determinant. -/
theorem slaterJastrow_antisymm_and_nodes (u : X → X → ℝ) (hu : ∀ a b, u a b = u b a)
    (φ : Fin N → X → ℝ) :
    (∀ (σ : Equiv.Perm (Fin N)) (x : Fin N → X),
      slaterJastrow u φ (x ∘ σ) = ((Equiv.Perm.sign σ : ℤ) : ℝ) * slaterJastrow u φ x) ∧
    ∀ x : Fin N → X, (slaterJastrow u φ x = 0 ↔ slater φ x = 0) ∧
      SignType.sign (slaterJastrow u φ x) = SignType.sign (slater φ x) := by
  refine ⟨fun σ x => ?_, fun x => jastrow_mul_sign u x _⟩
  unfold slaterJastrow
  rw [jastrow_perm u hu, slater_perm]
  ring

/-- Permuting the particles permutes their backflow coordinates in the same way. -/
theorem backflow_perm {V : Type*} [AddCommGroup V] [Module ℝ V] (η : V → V → ℝ)
    (σ : Equiv.Perm (Fin N)) (x : Fin N → V) :
    backflow η (x ∘ σ) = backflow η x ∘ σ := by
  funext i
  exact congrArg (fun s => x (σ i) + s)
    (Equiv.sum_comp σ (fun j => η (x (σ i)) (x j) • (x (σ i) - x j)))

/-- For a symmetric Jastrow pair function, the Jastrow factor times the Slater determinant at
the backflow coordinates is antisymmetric, and has the zeros and signs of that determinant. -/
theorem backflow_antisymm_and_nodes {V : Type*} [AddCommGroup V] [Module ℝ V]
    (u η : V → V → ℝ) (hu : ∀ a b, u a b = u b a) (φ : Fin N → V → ℝ) :
    (∀ (σ : Equiv.Perm (Fin N)) (x : Fin N → V),
      jastrow u (x ∘ σ) * slater φ (backflow η (x ∘ σ))
        = ((Equiv.Perm.sign σ : ℤ) : ℝ) * (jastrow u x * slater φ (backflow η x))) ∧
    ∀ x : Fin N → V,
      (jastrow u x * slater φ (backflow η x) = 0 ↔ slater φ (backflow η x) = 0) ∧
      SignType.sign (jastrow u x * slater φ (backflow η x))
        = SignType.sign (slater φ (backflow η x)) := by
  refine ⟨fun σ x => ?_, fun x => jastrow_mul_sign u x _⟩
  rw [jastrow_perm u hu, backflow_perm, slater_perm]
  ring

end

end SlaterJastrow
```

```lean
#print axioms SlaterJastrow.jastrow_two_invariant_iff
#print axioms SlaterJastrow.slaterJastrow_antisymm_and_nodes
#print axioms SlaterJastrow.backflow_antisymm_and_nodes
```

```
'SlaterJastrow.jastrow_two_invariant_iff' depends on axioms: [propext, Classical.choice, Quot.sound]
'SlaterJastrow.slaterJastrow_antisymm_and_nodes' depends on axioms: [propext, Classical.choice, Quot.sound]
'SlaterJastrow.backflow_antisymm_and_nodes' depends on axioms: [propext, Classical.choice, Quot.sound]
```

## Configurations and wavefunctions in the Lean file

A configuration of N particles is a map `x : Fin N → X`, so the particles are numbered 0 to N − 1. The type `X` is the set of one-particle coordinates. It can be a line, three-dimensional space, or position together with a spin label. A permutation σ acts by `x ∘ σ`, which gives particle i the coordinate x_σ(i).

With real orbitals φ_0, …, φ_(N−1), the definitions `jastrow`, `slater` and `slaterJastrow` are

J(x) = exp(Σ_{i<j} u(x_i, x_j))

D(x) = det[φ_j(x_i)]

Ψ(x) = J(x) D(x)

Rows of the matrix belong to particles and columns to orbitals. For orthonormal orbitals the normalised determinant is D/√(N!). This positive constant affects neither symmetry nor signs, and it does not in general normalise Ψ.

The theorem `slaterJastrow_antisymm_and_nodes` assumes u(a, b) = u(b, a) for all a and b, written `hu`. It states that

Ψ(x ∘ σ) = sign(σ) Ψ(x)

for every permutation, and that Ψ and D have the same zeros and the same value of `SignType.sign`, which is −1, 0 or 1. Physically, `hu` says that the correlation between two identical particles does not depend on which is named first. For N = 0 or 1 there are no pairs, J = 1, and the only permutation is the identity.

The last theorem, `backflow_antisymm_and_nodes`, makes the same statement with D evaluated at shifted coordinates. There the coordinates lie in a real vector space `V`, because they are subtracted and scaled, so a discrete spin label is not included as it stands.

The setting is real-valued, with one determinant and pair terms only. A hard-core factor with u = −∞ is excluded, and it could add zeros. Nothing is said about normalisability, smoothness or energies.

In fixed-node diffusion Monte Carlo with a real trial function of this single-determinant form, changing u at fixed orbitals and fixed backflow leaves the nodal constraint unchanged.

## Why relabelling leaves the pair sum alone

A permutation may send a pair with i < j to one with σ(i) > σ(j), so relabelling the restricted sum directly would mean reordering such pairs with the symmetry of u. The proof here avoids that bookkeeping by using full sums. Write

S(x) = Σ_{i<j} u(x_i, x_j)

F(x) = Σ_i Σ_j u(x_i, x_j)

T(x) = Σ_i u(x_i, x_i)

The full sum F consists of the terms with i < j, those with j < i, and the diagonal T. By symmetry of u, the first two parts are equal, so

2 S(x) = F(x) − T(x)

In F(x ∘ σ) both indices run over all particles, and σ only reorders them. Hence F(x ∘ σ) = F(x), and likewise T(x ∘ σ) = T(x). It follows that S(x ∘ σ) = S(x), and taking exponentials gives J(x ∘ σ) = J(x).

In Lean, `two_mul_pair_sum` proves the triangle identity for any symmetric f. It writes each restricted sum as a full sum with zeros inserted. `Finset.sum_comm` and the symmetry of f match the two triangles, and `lt_trichotomy` checks that each entry of the square is counted once. Then `jastrow_perm` applies the identity to the permuted and the original configuration, and `linarith` combines the results.

For N = 2 the symmetry of u is also necessary. If J is invariant, the configuration (a, b) gives exp(u(b, a)) = exp(u(a, b)), and injectivity of the exponential gives u(b, a) = u(a, b). This is `jastrow_two_invariant_iff`.

## The step that turns on `Equiv.sum_comp`

For a bijection σ and a function g, this Mathlib lemma says

Σ_i g(σ(i)) = Σ_i g(i)

It applies to sums over the whole index type, which is why the proof passes from S to F and T. In `hd` it is used twice. With i fixed, the function j ↦ u(x_σ(i), x_j) removes σ from the inner index. Then i ↦ Σ_j u(x_i, x_j) removes it from the outer one. Supplying these functions explicitly tells Lean which occurrence of σ each step removes. The same lemma handles the diagonal and, below, the backflow sum.

## The determinant supplies the sign

Expanding the determinant over permutations τ gives

D(x ∘ σ) = Σ_τ sign(τ) Π_i φ_τ(i)(x_σ(i))

Put k = σ(i) in the product and ρ = τσ⁻¹ in the sum. Then τ(i) = ρ(k) and sign(τ) = sign(ρ) sign(σ), so

D(x ∘ σ) = sign(σ) Σ_ρ sign(ρ) Π_k φ_ρ(k)(x_k) = sign(σ) D(x)

Mathlib has this as `Matrix.det_permute`, which `slater_perm` applies directly. Multiplying by the invariant J gives the antisymmetry of Ψ.

For the nodes, J(x) > 0 because it is an exponential. So J(x)d = 0 exactly when d = 0, and J(x)d has the sign of d. The lemma `jastrow_mul_sign` proves this for any real d, without assuming that u is symmetric.

## Backflow coordinates travel with their particles

For a real function η, the backflow coordinates are

q_i(x) = x_i + Σ_j η(x_i, x_j)(x_i − x_j)

The term j = i is zero. After a permutation,

q_i(x ∘ σ) = x_σ(i) + Σ_j η(x_σ(i), x_σ(j))(x_σ(i) − x_σ(j))

Renaming k = σ(j) turns the right-hand side into q_σ(i)(x). Thus q(x ∘ σ) = q(x) ∘ σ, which is `backflow_perm`. No symmetry of η is needed, since the sum runs over all j. The determinant at q(x) therefore acquires sign(σ), and J is invariant as before:

J(x ∘ σ) D(q(x ∘ σ)) = sign(σ) J(x) D(q(x))

The zeros and signs of the product are those of D(q(x)), which may differ from those of D(x).

## Three particles on a line, then two with backflow

Take the orbitals 1, t and t², the pair function u(a, b) = −|a − b|/6, and x = (0, 1, 3). The polynomials are chosen for easy arithmetic and are not square-integrable on the whole line. Multiplying all three by exp(−t²) would cure this and would change neither the zeros nor the signs of D. The three distances are 1, 3 and 2, so

J = exp(−(1 + 3 + 2)/6) = e⁻¹

D = (1 − 0)(3 − 0)(3 − 1) = 6

and Ψ = 6e⁻¹ ≈ 2.21. Exchanging particles 0 and 1 gives (1, 0, 3). The distances are now 1, 2 and 3, with the same sum, while

D = (0 − 1)(3 − 1)(3 − 0) = −6

so Ψ = −6e⁻¹.

For backflow, take two particles, the orbitals 1 and t, and the non-symmetric function η(a, b) = a. At x = (0, 1) the shifted coordinates are q = (0, 2), and at (1, 0) they are (2, 0). The determinant q_1 − q_0 goes from 2 to −2. In general it is

q_1 − q_0 = (x_1 − x_0)(1 + x_0 + x_1)

which also vanishes on the line x_0 + x_1 = −1, where the original determinant x_1 − x_0 is generally non-zero. Here backflow has changed the nodes, which the Jastrow factor cannot do.
